# Integrated gradients miss the energy jumps of pairs that cross a cutoff

Scale the couplings of finitely many independent pairs from zero to full strength, and discard each pair while its squared coupling does not exceed a positive cutoff. The integral of the pointwise energy derivative then omits the jump of every pair that is retained at the end.

## The model

A pair has a real coupling x, a fixed denominator D ≠ 0 and a cutoff η on x². Its energy E, called `pairEnergy`, is

E(x) = −x²/D if x² > η, and 0 otherwise.

A pair exactly at the cutoff is discarded. The file also defines a gradient formula g (`pairGradient`) and a shifted energy S (`shiftedEnergy`):

g(x) = −2x/D if x² > η, and 0 otherwise

S(x) = −max(x² − η, 0)/D

The model resembles a second-order pair energy. It omits coupled amplitudes, orbital relaxation and changing denominators, and it removes whole pairs, not parts of their virtual domains.

```lean
import Mathlib

open MeasureTheory Filter Topology

namespace TruncatedPairGradient

noncomputable section

/-- Energy of a pair with coupling `x` and denominator `D ≠ 0`; the pair is discarded
when `x ^ 2` does not exceed the cutoff `η`. -/
def pairEnergy (D η x : ℝ) : ℝ := if η < x ^ 2 then -x ^ 2 / D else 0

/-- Gradient formula of a pair with denominator `D ≠ 0`: the derivative of `-x ^ 2 / D` for a
retained pair, and zero for a discarded one. -/
def pairGradient (D η x : ℝ) : ℝ := if η < x ^ 2 then -(2 * x) / D else 0

/-- The continuous pair energy, for `D ≠ 0`, in which a retained pair is counted relative to
`-η / D`, the value of `-x ^ 2 / D` when `x ^ 2 = η`. -/
def shiftedEnergy (D η x : ℝ) : ℝ := -max (x ^ 2 - η) 0 / D
```

## (a) The derivative away from the cutoff

Show that, whenever x² ≠ η,

E′(x) = g(x).

**Solution.** A strict inequality between x² and η persists near x. There E is either constantly 0 or equal to −x²/D, with derivative 0 or −2x/D. In Lean, `hev` states this local equality, and the derivative is carried across it.

```lean
/-- Away from the cutoff, the pair energy is differentiable and its derivative is the
gradient formula. -/
theorem hasDerivAt_pairEnergy {D η x : ℝ} (hx : x ^ 2 ≠ η) :
    HasDerivAt (pairEnergy D η) (pairGradient D η x) x := by
  rcases lt_or_gt_of_ne hx with h | h
  · -- the pair stays discarded in a neighbourhood
    have ho : {y : ℝ | y ^ 2 < η} ∈ 𝓝 x :=
      (isOpen_lt (by fun_prop) (by fun_prop)).mem_nhds h
    have hev : pairEnergy D η =ᶠ[𝓝 x] fun _ => (0 : ℝ) := by
      filter_upwards [ho] with y hy
      have hy' : y ^ 2 < η := hy
      rw [pairEnergy, if_neg (not_lt_of_ge hy'.le)]
    rw [pairGradient, if_neg (not_lt_of_ge h.le)]
    exact (hasDerivAt_const x (0 : ℝ)).congr_of_eventuallyEq hev
  · -- the pair stays retained in a neighbourhood
    have ho : {y : ℝ | η < y ^ 2} ∈ 𝓝 x :=
      (isOpen_lt (by fun_prop) (by fun_prop)).mem_nhds h
    have hev : pairEnergy D η =ᶠ[𝓝 x] fun y => -y ^ 2 / D := by
      filter_upwards [ho] with y hy
      have hy' : η < y ^ 2 := hy
      rw [pairEnergy, if_pos hy']
    rw [pairGradient, if_pos h]
    have hd : HasDerivAt (fun y : ℝ => -y ^ 2 / D) (-(2 * x) / D) x :=
      ((hasDerivAt_pow 2 x).fun_neg.div_const D).congr_deriv (by simp)
    exact hd.congr_of_eventuallyEq hev
```

## (b) The jump at the threshold

For η > 0, find the one-sided limits at √η:

E(x) → 0 from below, E(x) → −η/D from above.

**Solution.** For 0 < x < √η the pair is discarded and E = 0. For x > √η, E = −x²/D, which tends to −η/D by continuity. The filters `𝓝[<] √η` and `𝓝[>] √η` express the two approaches.

```lean
/-- For a positive cutoff, the pair energy tends to `0` from below the threshold coupling `√η`
and to `-η / D` from above it. -/
theorem pairEnergy_jump (D : ℝ) {η : ℝ} (hη : 0 < η) :
    Tendsto (pairEnergy D η) (𝓝[<] √η) (𝓝 0) ∧
      Tendsto (pairEnergy D η) (𝓝[>] √η) (𝓝 (-η / D)) := by
  constructor
  · refine tendsto_const_nhds.congr' ?_
    filter_upwards [Ioo_mem_nhdsLT (Real.sqrt_pos.2 hη)] with x hx
    have h : x ^ 2 < η := (Real.lt_sqrt hx.1.le).1 hx.2
    rw [pairEnergy, if_neg (not_lt_of_ge h.le)]
  · have hc : Continuous fun x : ℝ => -x ^ 2 / D := by fun_prop
    have ht := (hc.tendsto (√η)).mono_left (nhdsWithin_le_nhds (s := Set.Ioi (√η)))
    rw [Real.sq_sqrt hη.le] at ht
    refine ht.congr' ?_
    filter_upwards [self_mem_nhdsWithin] with x hx
    rw [pairEnergy, if_pos (Real.lt_sq_of_sqrt_lt hx)]
```

## (c) Couplings exactly at the cutoff

Show that this set is countable:

{x : x² = η}.

**Solution.** If x² = η, then x = √η or x = −√η, according to the sign of x. The set has at most two elements.

```lean
/-- Only countably many couplings lie exactly at the cutoff. -/
theorem countable_cutoff (η : ℝ) : {x : ℝ | x ^ 2 = η}.Countable := by
  refine (Set.toFinite ({√η, -√η} : Set ℝ)).countable.mono ?_
  intro x hx
  have hx' : x ^ 2 = η := hx
  rcases le_total 0 x with h | h
  · exact Or.inl (by rw [← hx', Real.sqrt_sq h])
  · exact Or.inr (by
      show x = -√η
      rw [← hx', Real.sqrt_sq_eq_abs, abs_of_nonpos h, neg_neg])
```

## (d) Integrability along a linear path

Show that, for any real v, a and b, the following function of t is integrable between a and b:

t ↦ g(tv).

**Solution.** It equals the continuous function −2tv/D on the open set where (tv)² > η, and 0 elsewhere. A continuous function is integrable on a bounded interval, and remains so when set to zero off a measurable set. Lean writes this as `Set.indicator`.

```lean
/-- The pair gradient is integrable along any linear path `t * v` of the coupling. -/
theorem intervalIntegrable_pairGradient (D η v a b : ℝ) :
    IntervalIntegrable (fun t => pairGradient D η (t * v)) volume a b := by
  have hc : Continuous fun t : ℝ => -(2 * (t * v)) / D := by fun_prop
  have hs : MeasurableSet {t : ℝ | η < (t * v) ^ 2} :=
    (isOpen_lt (by fun_prop) (by fun_prop)).measurableSet
  have h := MeasureTheory.Integrable.indicator
    (intervalIntegrable_iff.1 (hc.intervalIntegrable (μ := volume) a b)) hs
  have he : (fun t => pairGradient D η (t * v)) =
      Set.indicator {t : ℝ | η < (t * v) ^ 2} (fun t => -(2 * (t * v)) / D) := by
    funext t
    by_cases ht : η < (t * v) ^ 2 <;> simp [pairGradient, Set.indicator, ht]
  rw [he]
  exact intervalIntegrable_iff.2 h
```

## (e) The integral for one pair

Show that

∫ g(x) dx from a to b = S(b) − S(a).

**Solution.** Below the cutoff S = E = 0; above it S = −(x² − η)/D = E + η/D. By (a), S′ = g off the cutoff. Since S is continuous, the fundamental theorem of calculus with countably many exceptional points applies; (c) and (d), with v = 1, supply its conditions.

```lean
/-- Integrating the pair gradient between two couplings gives the difference of the
continuous shifted energy. -/
theorem integral_pairGradient (D η a b : ℝ) :
    ∫ x in a..b, pairGradient D η x = shiftedEnergy D η b - shiftedEnergy D η a := by
  have hc : Continuous fun x : ℝ => -max (x ^ 2 - η) 0 / D := by fun_prop
  -- off the cutoff, shifted and true energies differ by a local constant
  have hd : ∀ x : ℝ, x ^ 2 ≠ η →
      HasDerivAt (shiftedEnergy D η) (pairGradient D η x) x := by
    intro x hx
    rcases lt_or_gt_of_ne hx with h | h
    · have ho : {y : ℝ | y ^ 2 < η} ∈ 𝓝 x :=
        (isOpen_lt (by fun_prop) (by fun_prop)).mem_nhds h
      refine (hasDerivAt_pairEnergy hx).congr_of_eventuallyEq ?_
      filter_upwards [ho] with y hy
      have hy' : y ^ 2 < η := hy
      rw [shiftedEnergy, pairEnergy, if_neg (not_lt_of_ge hy'.le),
        max_eq_right (sub_nonpos.2 hy'.le)]
      simp
    · have ho : {y : ℝ | η < y ^ 2} ∈ 𝓝 x :=
        (isOpen_lt (by fun_prop) (by fun_prop)).mem_nhds h
      refine ((hasDerivAt_pairEnergy hx).add_const (η / D)).congr_of_eventuallyEq ?_
      filter_upwards [ho] with y hy
      have hy' : η < y ^ 2 := hy
      rw [shiftedEnergy, pairEnergy, if_pos hy', max_eq_left (sub_nonneg.2 hy'.le)]
      ring
  refine MeasureTheory.integral_eq_of_hasDerivAt_off_countable (shiftedEnergy D η)
    (pairGradient D η) (countable_cutoff η) hc.continuousOn (fun x hx => hd x hx.2) ?_
  simpa using intervalIntegrable_pairGradient D η 1 a b
```

## (f) Many pairs switched on together

Let pair i have denominator Dᵢ and full coupling vᵢ, and write Eᵢ, gᵢ, Sᵢ for its functions. The total energy, `correlationEnergy`, is F(t) = ∑ᵢ Eᵢ(tvᵢ).

```lean
variable {ι : Type*} [Fintype ι]

/-- Correlation energy of finitely many pairs with denominators `D i ≠ 0`, when all couplings
`v i` are scaled by a common factor `t`. -/
def correlationEnergy (D v : ι → ℝ) (η t : ℝ) : ℝ := ∑ i, pairEnergy (D i) η (t * v i)
```

For η > 0, show that

∫₀¹ F′(t) dt = ∑ᵢ Sᵢ(vᵢ).

**Solution.** If vᵢ ≠ 0, pair i meets the cutoff for at most two values of t; if vᵢ = 0, it never does. At all other t, the chain rule gives

F′(t) = ∑ᵢ vᵢ gᵢ(tvᵢ).

The exceptional t have measure zero, so the value 0 that `deriv` takes where no derivative exists has no influence. Substituting x = tvᵢ and using (e), each term integrates to Sᵢ(vᵢ) − Sᵢ(0), and Sᵢ(0) = 0.

```lean
/-- For a positive cutoff, integrating the pointwise derivative of the correlation energy from
zero to full coupling gives the sum of the shifted pair energies. -/
theorem integral_deriv_correlationEnergy (D v : ι → ℝ) {η : ℝ} (hη : 0 < η) :
    ∫ t in (0 : ℝ)..1, deriv (correlationEnergy D v η) t =
      ∑ i, shiftedEnergy (D i) η (v i) := by
  -- some pair sits exactly at the cutoff only for countably many `t`
  have hcount : (⋃ i, {t : ℝ | (t * v i) ^ 2 = η}).Countable := by
    refine Set.countable_iUnion fun i => ?_
    by_cases hv : v i = 0
    · have he : {t : ℝ | (t * v i) ^ 2 = η} = ∅ := by
        ext t
        simp [hv, hη.ne]
      rw [he]
      exact Set.countable_empty
    · exact (countable_cutoff η).preimage (mul_left_injective₀ hv)
  have hae : ∀ᵐ t ∂(volume : Measure ℝ), t ∈ Set.uIoc (0 : ℝ) 1 →
      deriv (correlationEnergy D v η) t =
        ∑ i, v i * pairGradient (D i) η (t * v i) := by
    filter_upwards [hcount.ae_notMem volume] with t ht _
    have hi : ∀ i ∈ Finset.univ, HasDerivAt (fun s => pairEnergy (D i) η (s * v i))
        (v i * pairGradient (D i) η (t * v i)) t := by
      intro i _
      have hne : (t * v i) ^ 2 ≠ η := fun h => ht (Set.mem_iUnion.2 ⟨i, h⟩)
      exact ((hasDerivAt_pairEnergy (D := D i) hne).comp t
        (hasDerivAt_mul_const (v i))).congr_deriv (mul_comm _ _)
    exact (HasDerivAt.fun_sum hi).deriv
  rw [intervalIntegral.integral_congr_ae hae, intervalIntegral.integral_finsetSum
    (fun i _ => (intervalIntegrable_pairGradient (D i) η (v i) 0 1).const_mul (v i))]
  refine Finset.sum_congr rfl fun i _ => ?_
  have hn : (0 : ℝ) ^ 2 - η ≤ 0 := by linarith
  have h0 : shiftedEnergy (D i) η 0 = 0 := by
    rw [shiftedEnergy, max_eq_right hn]
    simp
  rw [intervalIntegral.integral_const_mul, intervalIntegral.mul_integral_comp_mul_right,
    integral_pairGradient, one_mul, zero_mul, h0, sub_zero]
```

## (g) The missing energy

For η > 0, show that

F(1) − F(0) − ∫₀¹ F′(t) dt = −∑ η/Dᵢ, summed over i with vᵢ² > η.

**Solution.** Here F(0) = 0, so pair i contributes Eᵢ(vᵢ) − Sᵢ(vᵢ). For a retained pair this is

−vᵢ²/Dᵢ + (vᵢ² − η)/Dᵢ = −η/Dᵢ,

and for a discarded pair it is 0. Lean makes the same case distinction after combining the sums.

```lean
/-- For a positive cutoff, the energy difference minus the integrated gradient is the sum of
the jumps `-η / D i` of the pairs retained at full coupling. -/
theorem missing_energy (D v : ι → ℝ) {η : ℝ} (hη : 0 < η) :
    correlationEnergy D v η 1 - correlationEnergy D v η 0 -
      ∫ t in (0 : ℝ)..1, deriv (correlationEnergy D v η) t =
        -∑ i with η < v i ^ 2, η / D i := by
  rw [integral_deriv_correlationEnergy D v hη, Finset.sum_filter]
  simp only [correlationEnergy, one_mul, zero_mul]
  rw [← Finset.sum_sub_distrib, ← Finset.sum_sub_distrib, ← Finset.sum_neg_distrib]
  refine Finset.sum_congr rfl fun i _ => ?_
  have h0 : pairEnergy (D i) η 0 = 0 := by simp [pairEnergy]
  by_cases h : η < v i ^ 2
  · rw [h0, pairEnergy, shiftedEnergy, if_pos h, if_pos h,
      max_eq_left (sub_nonneg.2 h.le)]
    ring
  · rw [h0, pairEnergy, shiftedEnergy, if_neg h, if_neg h,
      max_eq_right (sub_nonpos.2 (not_lt.1 h))]
    simp
```

If a method discards pairs outright and selects them anew at each geometry of a scan, a similar step appears when a pair enters the retained list: the energy jumps, while a gradient evaluated with the list held fixed contains no such term. For illustration in the present model, take v = 0.02 hartree, D = 2 hartree and η = 0.0001 hartree². The energy change is −0.00020 hartree, but the integrated gradient gives −0.00015 hartree.

## (h) When the integral is right

Let η > 0 and all Dᵢ > 0. Show that

∫₀¹ F′(t) dt = F(1) − F(0) if and only if vᵢ² ≤ η for every i.

**Solution.** By (g), equality means that the sum of η/Dᵢ over retained pairs vanishes. Every term is positive, so there can be no retained pair. Conversely, if no pair is retained, the sum is empty and equality holds.

```lean
/-- For a positive cutoff and positive denominators, the integrated gradient reproduces the
energy difference exactly when no pair is retained at full coupling. -/
theorem gradient_exact_iff (D v : ι → ℝ) {η : ℝ} (hη : 0 < η) (hD : ∀ i, 0 < D i) :
    ∫ t in (0 : ℝ)..1, deriv (correlationEnergy D v η) t =
      correlationEnergy D v η 1 - correlationEnergy D v η 0 ↔ ∀ i, v i ^ 2 ≤ η := by
  have h := missing_energy D v hη
  constructor
  · intro he i
    by_contra hi
    have hpos : 0 < ∑ j with η < v j ^ 2, η / D j :=
      Finset.sum_pos (fun j _ => div_pos hη (hD j)) ⟨i, by simpa using hi⟩
    linarith
  · intro hall
    have hz : ∑ j with η < v j ^ 2, η / D j = 0 := by
      rw [Finset.sum_filter]
      exact Finset.sum_eq_zero fun i _ => if_neg (not_lt_of_ge (hall i))
    linarith
```

## (i) One pair at unit coupling

For D > 0 and 0 < η < 1, show that

∫₀¹ E′(x) dx = −(1 − η)/D

E(1) − E(0) = ∫₀¹ E′(x) dx − η/D < ∫₀¹ E′(x) dx.

**Solution.** Only x > √η contributes to the integral, and −2x/D integrated from √η to 1 gives −(1 − η)/D. The energy difference is −1/D, lower by η/D > 0. Lean obtains the integral from (f), with the one-element index type `Unit` and coupling 1.

```lean
/-- For one pair with `D > 0` and `0 < η < 1`, the gradient integrated over `[0, 1]` is
`-(1 - η) / D`; the energy difference contains the further term `-η / D` and is strictly lower. -/
theorem single_pair {D η : ℝ} (hD : 0 < D) (hη : 0 < η) (hη1 : η < 1) :
    ∫ x in (0 : ℝ)..1, deriv (pairEnergy D η) x = -(1 - η) / D ∧
      pairEnergy D η 1 - pairEnergy D η 0 =
        (∫ x in (0 : ℝ)..1, deriv (pairEnergy D η) x) + -η / D ∧
      pairEnergy D η 1 - pairEnergy D η 0 <
        ∫ x in (0 : ℝ)..1, deriv (pairEnergy D η) x := by
  have he : correlationEnergy (fun _ : Unit => D) (fun _ => 1) η = pairEnergy D η := by
    funext t
    simp [correlationEnergy]
  have hI : ∫ x in (0 : ℝ)..1, deriv (pairEnergy D η) x = -(1 - η) / D := by
    have h := integral_deriv_correlationEnergy (fun _ : Unit => D) (fun _ => 1) hη
    rw [he] at h
    rw [h]
    simp only [Finset.univ_unique, Finset.sum_singleton, shiftedEnergy, one_pow]
    rw [max_eq_left (sub_nonneg.2 hη1.le)]
  have hE : pairEnergy D η 1 - pairEnergy D η 0 = -1 / D := by
    simp [pairEnergy, hη1]
  have hp : 0 < η / D := div_pos hη hD
  have hsplit : -(1 - η) / D = -1 / D + η / D := by ring
  refine ⟨hI, ?_, ?_⟩
  · rw [hE, hI]
    ring
  · rw [hE, hI]
    linarith

end

end TruncatedPairGradient
```

```lean
#print axioms TruncatedPairGradient.pairEnergy_jump
#print axioms TruncatedPairGradient.missing_energy
#print axioms TruncatedPairGradient.gradient_exact_iff
#print axioms TruncatedPairGradient.single_pair
```

```
'TruncatedPairGradient.pairEnergy_jump' depends on axioms: [propext, Classical.choice, Quot.sound]
'TruncatedPairGradient.missing_energy' depends on axioms: [propext, Classical.choice, Quot.sound]
'TruncatedPairGradient.gradient_exact_iff' depends on axioms: [propext, Classical.choice, Quot.sound]
'TruncatedPairGradient.single_pair' depends on axioms: [propext, Classical.choice, Quot.sound]
```
